# A rigid gap shift can reverse the sign of the third-order energy in a three-level model

Take a ground level at $0$ and excited levels at $1+s$ and $3+s$, where $s$ is a rigid shift. Let a perturbation $gV$ of strength $g$ act on them, with

$$H=\mathrm{diag}(0,\,1+s,\,3+s),\qquad V=\begin{pmatrix}0&1&2\\1&1&0\\2&0&-1\end{pmatrix}.$$

The third-order energy of the ground level is $5/9$ at $s=0$, zero at $s=1$ and $-7/144$ at $s=3$. The excited levels contribute with opposite signs, and the shift changes their relative weight. With one excited level, it could only rescale the single contribution.

## Second- and third-order energies as functions of the shift

Let $E_k$ and $\psi_k$ be the coefficients of $g^k$ in the energy and state. For every $s>-1$,

$$E_2=-\frac1{1+s}-\frac4{3+s}<0,\qquad E_3=\frac1{(1+s)^2}-\frac4{(3+s)^2}.$$

$E_3$ is positive exactly for $s<1$ and negative exactly for $s>1$. As $s\to\infty$, the two gaps become equal in ratio and $s^2E_3\to-3$.

## Scissors shifts in nonlinear-response codes

A scissors correction raises the empty states rigidly to compensate for an underestimated gap. A code that obtains third-order energies from first-order states relies on the third-order case of the $2n+1$ theorem, derived below for a fixed, non-self-consistent $V$. In this non-interacting three-level model, correcting the gap can change the sign of a nonlinear coefficient as well as its size. The values above can serve as reference data for such a routine.

## From the order equations to the sign change

Let $H$ and $V$ be real symmetric, with $\langle\psi_0|\psi_0\rangle=1$ and $H\psi_0=E_0\psi_0$. The next orders are

$$\begin{aligned}(H-E_0)\psi_1&=(E_1-V)\psi_0,\\(H-E_0)\psi_2&=(E_1-V)\psi_1+E_2\psi_0,\\(H-E_0)\psi_3&=(E_1-V)\psi_2+E_2\psi_1+E_3\psi_0.\end{aligned}$$

Projecting the second on $\psi_0$ makes its left side vanish. Projecting the first on $\psi_1$ then gives

$$E_2=\langle\psi_0|V-E_1|\psi_1\rangle=-\langle\psi_1|H-E_0|\psi_1\rangle,$$

which is never positive for a ground state. Likewise, the third equation projected on $\psi_0$ and the first on $\psi_2$ give

$$E_3=\langle\psi_0|V-E_1|\psi_2\rangle-E_2\langle\psi_0|\psi_1\rangle=-\langle\psi_2|H-E_0|\psi_1\rangle-E_2\langle\psi_0|\psi_1\rangle.$$

The second equation projected on $\psi_1$ eliminates $\psi_2$:

$$E_3=\langle\psi_1|V-E_1|\psi_1\rangle-2E_2\langle\psi_1|\psi_0\rangle.$$

In the model, $\psi_0=(1,0,0)$ and $E_0=0$. Write $\psi_1=(c,a,b)$. The first-order components read $0=E_1$, $(1+s)a=-1$ and $(3+s)b=-2$, with $c$ free. The first component at second order gives $E_2=a+2b$. Hence

$$E_3=2c(a+2b)+a^2-b^2-2E_2c=a^2-b^2.$$

Multiplying by the squared gaps gives

$$(1+s)^2(3+s)^2E_3=(3+s)^2-4(1+s)^2=(1-s)(5+3s),$$

and $5+3s>0$ for $s>-1$.

A series exists for each such $s$. Choose zero overlap of the corrections with $\psi_0$, so $c=0$. The excited components are then

$$\psi_2:\ \frac{-a}{1+s},\ \frac{b}{3+s};\qquad \psi_3:\ \frac{E_2a-(\psi_2)_1}{1+s},\ \frac{E_2b+(\psi_2)_2}{3+s},$$

with components numbered from zero.

## The order equations and the three-level model in Lean

```lean
import Mathlib

open Matrix

namespace ScissorsThirdOrder

noncomputable section

variable {n : Type*} [Fintype n]

/-- The Schrödinger equation for `H + g V`, order by order in `g` through third order,
with energy coefficients `E`, state coefficients `ψ` and a normalised zeroth-order state. -/
structure PerturbationSeries (H V : Matrix n n ℝ) (E : Fin 4 → ℝ) (ψ : Fin 4 → n → ℝ) :
    Prop where
  normalised : ψ 0 ⬝ᵥ ψ 0 = 1
  order0 : H *ᵥ ψ 0 = E 0 • ψ 0
  order1 : H *ᵥ ψ 1 + V *ᵥ ψ 0 = E 0 • ψ 1 + E 1 • ψ 0
  order2 : H *ᵥ ψ 2 + V *ᵥ ψ 1 = E 0 • ψ 2 + E 1 • ψ 1 + E 2 • ψ 0
  order3 : H *ᵥ ψ 3 + V *ᵥ ψ 2 = E 0 • ψ 3 + E 1 • ψ 2 + E 2 • ψ 1 + E 3 • ψ 0

/-- A real symmetric operator has symmetric matrix elements between any two states. -/
theorem element_symm {A : Matrix n n ℝ} (hA : A.IsSymm) (x y : n → ℝ) :
    x ⬝ᵥ A *ᵥ y = y ⬝ᵥ A *ᵥ x := by
  rw [Matrix.dotProduct_mulVec, ← Matrix.mulVec_transpose, hA.eq, dotProduct_comm]

/-- For real symmetric `H` and `V`, the second-order energy is minus the quadratic form of `H - E₀`
at the first-order correction `ψ 1`, which need not be normalised. -/
theorem second_order_energy {H V : Matrix n n ℝ} {E : Fin 4 → ℝ} {ψ : Fin 4 → n → ℝ}
    (hH : H.IsSymm) (hV : V.IsSymm) (h : PerturbationSeries H V E ψ) :
    E 2 = -(ψ 1 ⬝ᵥ H *ᵥ ψ 1 - E 0 * (ψ 1 ⬝ᵥ ψ 1)) := by
  -- project the second-order equation on the unperturbed state
  have p := congrArg (fun v => ψ 0 ⬝ᵥ v) h.order2
  have q := congrArg (fun v => ψ 2 ⬝ᵥ v) h.order0
  have r := congrArg (fun v => ψ 1 ⬝ᵥ v) h.order1
  simp only [dotProduct_add, dotProduct_smul, smul_eq_mul] at p q r
  rw [element_symm hH (ψ 0) (ψ 2), element_symm hV (ψ 0) (ψ 1),
    dotProduct_comm (ψ 0) (ψ 2), dotProduct_comm (ψ 0) (ψ 1), h.normalised] at p
  linarith

/-- For real symmetric `H` and `V`, the second-order energy is never positive when `E₀` is
a lower bound of the energy expectation values of `H`. -/
theorem second_order_nonpos {H V : Matrix n n ℝ} {E : Fin 4 → ℝ} {ψ : Fin 4 → n → ℝ}
    (hH : H.IsSymm) (hV : V.IsSymm) (h : PerturbationSeries H V E ψ)
    (ground : ∀x : n → ℝ, E 0 * (x ⬝ᵥ x) ≤ x ⬝ᵥ H *ᵥ x) : E 2 ≤ 0 := by
  rw [second_order_energy hH hV h]
  linarith [ground (ψ 1)]

/-- The 2n+1 theorem at third order: for real symmetric `H` and `V`, the third-order energy
follows from the states through first order and the lower-order energies. -/
theorem third_order_energy {H V : Matrix n n ℝ} {E : Fin 4 → ℝ} {ψ : Fin 4 → n → ℝ}
    (hH : H.IsSymm) (hV : V.IsSymm) (h : PerturbationSeries H V E ψ) :
    E 3 = ψ 1 ⬝ᵥ V *ᵥ ψ 1 - E 1 * (ψ 1 ⬝ᵥ ψ 1) - 2 * E 2 * (ψ 1 ⬝ᵥ ψ 0) := by
  have p := congrArg (fun v => ψ 0 ⬝ᵥ v) h.order3
  have q := congrArg (fun v => ψ 3 ⬝ᵥ v) h.order0
  -- these two projections eliminate the second-order state
  have r := congrArg (fun v => ψ 2 ⬝ᵥ v) h.order1
  have u := congrArg (fun v => ψ 1 ⬝ᵥ v) h.order2
  simp only [dotProduct_add, dotProduct_smul, smul_eq_mul] at p q r u
  rw [element_symm hH (ψ 0) (ψ 3), element_symm hV (ψ 0) (ψ 2),
    dotProduct_comm (ψ 0) (ψ 3), dotProduct_comm (ψ 0) (ψ 2),
    dotProduct_comm (ψ 0) (ψ 1), h.normalised] at p
  rw [element_symm hH (ψ 1) (ψ 2), dotProduct_comm (ψ 1) (ψ 2)] at u
  linarith

/-- The three-level Hamiltonian with energies `0`, `1 + s` and `3 + s`. -/
def scissorsH (s : ℝ) : Matrix (Fin 3) (Fin 3) ℝ :=
  !![0, 0, 0; 0, 1 + s, 0; 0, 0, 3 + s]

/-- The perturbation that couples the three levels. -/
def coupling : Matrix (Fin 3) (Fin 3) ℝ :=
  !![0, 1, 2; 1, 1, 0; 2, 0, -1]

/-- The parameter `s` is a scissors correction: it adds `s` times the projector on the
complement of the first level. -/
theorem scissors_shift (s : ℝ) :
    scissorsH s = scissorsH 0 + s • (1 - vecMulVec ![1, 0, 0] ![1, 0, 0]) := by
  ext i j
  fin_cases i <;> fin_cases j <;> simp [scissorsH]

/-- The second- and third-order energies of the first level for `s > -1`, in any
perturbation series that starts from that level. -/
theorem response_energies {s : ℝ} (hs : -1 < s) {E : Fin 4 → ℝ} {ψ : Fin 4 → Fin 3 → ℝ}
    (h : PerturbationSeries (scissorsH s) coupling E ψ) (h0 : ψ 0 = ![1, 0, 0]) :
    E 2 = -1 / (1 + s) - 4 / (3 + s) ∧ E 3 = 1 / (1 + s) ^ 2 - 4 / (3 + s) ^ 2 := by
  have ha : 1 + s ≠ 0 := by linarith
  have hb : 3 + s ≠ 0 := by linarith
  have hH : (scissorsH s).IsSymm := by
    unfold Matrix.IsSymm
    ext i j
    fin_cases i <;> fin_cases j <;> simp [scissorsH]
  have hV : coupling.IsSymm := by
    unfold Matrix.IsSymm
    ext i j
    fin_cases i <;> fin_cases j <;> simp [coupling]
  have e0 : E 0 = 0 := by
    have t := congrFun h.order0 0
    simp [h0, scissorsH, mulVec, dotProduct, Fin.sum_univ_three] at t
    linarith
  have e1 : E 1 = 0 := by
    have t := congrFun h.order1 0
    simp [h0, e0, scissorsH, coupling, dotProduct, Fin.sum_univ_three] at t
    linarith
  -- the excited components of the first-order equation
  have y : ψ 1 1 = -1 / (1 + s) := by
    have t := congrFun h.order1 1
    simp [h0, e0, e1, scissorsH, coupling, dotProduct, Fin.sum_univ_three] at t
    rw [eq_div_iff ha]
    linarith
  have z : ψ 1 2 = -2 / (3 + s) := by
    have t := congrFun h.order1 2
    simp [h0, e0, e1, scissorsH, coupling, dotProduct, Fin.sum_univ_three] at t
    rw [eq_div_iff hb]
    linarith
  have e2 : E 2 = ψ 1 1 + 2 * ψ 1 2 := by
    have t := congrFun h.order2 0
    simp [h0, e0, e1, scissorsH, coupling, dotProduct, Fin.sum_univ_three] at t
    linarith
  have e3 : E 3 = ψ 1 1 ^ 2 - ψ 1 2 ^ 2 := by
    have t := third_order_energy hH hV h
    simp [h0, e1, coupling, mulVec, dotProduct, Fin.sum_univ_three] at t
    rw [e2] at t
    linear_combination t
  constructor
  · rw [e2, y, z]
    ring
  · rw [e3, y, z, div_pow, div_pow]
    norm_num

/-- For `s > -1` the second-order energy of the first level is negative, while the
third-order energy is positive exactly for `s < 1` and negative exactly for `s > 1`. -/
theorem scissors_reverses_third_order {s : ℝ} (hs : -1 < s) {E : Fin 4 → ℝ}
    {ψ : Fin 4 → Fin 3 → ℝ} (h : PerturbationSeries (scissorsH s) coupling E ψ)
    (h0 : ψ 0 = ![1, 0, 0]) :
    E 2 < 0 ∧ (0 < E 3 ↔ s < 1) ∧ (E 3 < 0 ↔ 1 < s) := by
  obtain ⟨e2, e3⟩ := response_energies hs h h0
  have ha : 0 < 1 + s := by linarith
  have hb : 0 < 3 + s := by linarith
  have hD : 0 < (1 + s) ^ 2 * (3 + s) ^ 2 := by positivity
  have hF : 0 < 5 + 3 * s := by linarith
  -- clearing the squared gaps leaves a factor that changes sign at s = 1
  have key : E 3 * ((1 + s) ^ 2 * (3 + s) ^ 2) = (1 - s) * (5 + 3 * s) := by
    rw [e3]
    field_simp
    ring
  refine ⟨?_, ?_, ?_⟩
  · have h1 : 0 < 1 / (1 + s) := div_pos one_pos ha
    have h2 : 0 < 4 / (3 + s) := div_pos (by norm_num) hb
    rw [e2, neg_div]
    linarith
  · rw [← mul_pos_iff_of_pos_right hD, key, mul_pos_iff_of_pos_right hF, sub_pos]
  · constructor
    · intro hE
      have t := mul_neg_of_neg_of_pos hE hD
      rw [key] at t
      by_contra hc
      linarith [mul_nonneg (sub_nonneg.2 (not_lt.1 hc)) hF.le]
    · intro h1
      by_contra hc
      have t := mul_nonneg (not_lt.1 hc) hD.le
      rw [key] at t
      nlinarith [mul_pos (sub_pos.2 h1) hF]

/-- An explicit perturbation series of the three-level model through third order, for
every `s > -1`. -/
theorem perturbationSeries_witness {s : ℝ} (hs : -1 < s) :
    PerturbationSeries (scissorsH s) coupling
      ![0, 0, -1 / (1 + s) - 4 / (3 + s), 1 / (1 + s) ^ 2 - 4 / (3 + s) ^ 2]
      ![![1, 0, 0], ![0, -1 / (1 + s), -2 / (3 + s)],
        ![0, 1 / (1 + s) ^ 2, -2 / (3 + s) ^ 2],
        ![0, 4 / ((1 + s) ^ 2 * (3 + s)),
          2 / ((1 + s) * (3 + s) ^ 2) + 6 / (3 + s) ^ 3]] := by
  have ha : 1 + s ≠ 0 := by linarith
  have hb : 3 + s ≠ 0 := by linarith
  constructor
  · simp [dotProduct, Fin.sum_univ_three]
  all_goals
    ext i
    fin_cases i <;>
      simp [scissorsH, coupling, mulVec, dotProduct, Fin.sum_univ_three] <;>
      field_simp <;> ring

end

end ScissorsThirdOrder
```

```lean
#print axioms ScissorsThirdOrder.second_order_nonpos
#print axioms ScissorsThirdOrder.scissors_shift
#print axioms ScissorsThirdOrder.scissors_reverses_third_order
```

```
'ScissorsThirdOrder.second_order_nonpos' depends on axioms: [propext, Classical.choice, Quot.sound]
'ScissorsThirdOrder.scissors_shift' depends on axioms: [propext, Classical.choice, Quot.sound]
'ScissorsThirdOrder.scissors_reverses_third_order' depends on axioms: [propext, Classical.choice, Quot.sound]
```

## Any series from the first level, through third order

`PerturbationSeries H V E ψ` says that the given coefficients satisfy the Schrödinger equation at orders zero to three, with `ψ 0` normalised. `*ᵥ` is the action of a matrix and `⬝ᵥ` the real inner product. The coefficients carry no factorials: a code that stores $d^3E/dg^3$ holds $6E_3$. No gauge is imposed on the corrections.

The general identities hold in any finite dimension. `element_symm` exchanges bra and ket, `congrArg` forms the projections, and `linarith` combines them. `second_order_nonpos` assumes through `ground` that $E_0$ bounds the expectation values of $H$ from below.

For the model, `scissors_shift` identifies $s$ as a shift of the complement of the first level. In `response_energies`, `h0` selects that level, `congrFun` reads off components, and `linear_combination` removes $c$. The factorisation is `key` in `scissors_reverses_third_order`. `perturbationSeries_witness` checks the explicit series component by component. At $s=-1$ no series starts from the first level, because the first-order equation would require $1=0$.

The guarantee concerns series coefficients for a prescribed $V$ that does not depend on $s$. It does not extend to convergence in $g$, to the self-consistent response of a density functional, or to the choice of $s$ for a material.
